# For normalised orbitals, a diagonal entry of the inverse overlap matrix is at least one, and equals one exactly when that orbital is orthogonal to all the others

The overlap matrix `S` of a finite set of linearly independent, normalised orbitals is positive definite with ones on its diagonal; here it is also taken to be real. The theorem states that each diagonal entry of `S⁻¹` is at least 1, and that the entry for orbital `i` equals 1 exactly when `S j i = 0` for every other orbital `j`. The proof takes `u` to be column `i` of `S - 1`, which holds the overlaps of orbital `i` with the others and a zero in place `i`. It shows that the quadratic form of `S⁻¹` at `u` equals `S⁻¹ i i - 1`. Since `S⁻¹` is also positive definite, this number is positive unless `u` is zero, and in that case it is zero.

Lean 4 with Mathlib refuses this proof:

```lean
import Mathlib

open Matrix

namespace OneLeInvDiag

noncomputable section

variable {n : Type*} [Fintype n] [DecidableEq n]

/-- For a positive definite overlap matrix of normalized orbitals, each diagonal entry of
`S⁻¹` is at least one, with equality exactly when that orbital overlaps no other. -/
theorem one_le_inv_diag {S : Matrix n n ℝ} (hS : S.PosDef) (hd : ∀ i, S i i = 1) (i : n) :
    1 ≤ S⁻¹ i i ∧ (S⁻¹ i i = 1 ↔ ∀ j, j ≠ i → S j i = 0) := by
  have hu : IsUnit S.det := hS.det_pos.ne'.isUnit
  have hT : Sᵀ = S := by
    ext a b
    have := hS.isHermitian.apply a b
    simpa using this
  -- the matrix identity (S - 1) S⁻¹ (S - 1) = S - 2 + S⁻¹
  have hM : (S - 1)ᵀ * (S⁻¹ * (S - 1)) = S - 1 - 1 + S⁻¹ := by
    rw [Matrix.transpose_sub, hT, Matrix.transpose_one, Matrix.mul_sub,
      Matrix.nonsing_inv_mul _ hu, Matrix.mul_one, Matrix.sub_mul, Matrix.mul_sub,
      Matrix.mul_nonsing_inv _ hu, Matrix.mul_one, Matrix.one_mul]
    abel
  let u : n → ℝ := fun j => (S - 1) j i
  have key : u ⬝ᵥ (S⁻¹ *ᵥ u) = S⁻¹ i i - 1 := by
    have h1 : u ⬝ᵥ (S⁻¹ *ᵥ u) = ((S - 1)ᵀ * (S⁻¹ * (S - 1))) i i := rfl
    rw [h1, hM]
    simp only [Matrix.add_apply, Matrix.sub_apply, Matrix.one_apply_eq, hd]
    ring
  -- the column u vanishes exactly when orbital i is isolated
  have hzero : u = 0 ↔ ∀ j, j ≠ i → S j i = 0 := by
    constructor
    · intro h j hj
      have h2 : (S - 1) j i = 0 := congrFun h j
      simpa [Matrix.sub_apply, Matrix.one_apply_ne hj] using h2
    · intro h
      funext j
      change (S - 1) j i = 0
      by_cases hj : j = i
      · subst hj
        simp [hd]
      · simp [Matrix.sub_apply, Matrix.one_apply_ne hj, h j hj]
  rw [← hzero]
  by_cases h0 : u = 0
  · have h1 : S⁻¹ i i = 1 := by
      rw [h0, zero_dotProduct] at key
      linarith
    exact ⟨h1.ge, fun _ => h0, fun _ => h1⟩
  · have hp := hS.inv.dotProduct_mulVec_pos h0
    rw [star_trivial, key] at hp
    exact ⟨by linarith, fun h => by linarith, fun h => absurd h h0⟩

end

end OneLeInvDiag
```

Lean reports:

```
Main.lean:28:32: error: Function expected at
  (S - 1)ᵀ * (S⁻¹ * (S - 1))
but this term has type
  ?m.298

Note: Expected a function because this term is being applied to the argument
  i
```

After these edits no error is left:

```diff
@@ -26,5 +26,6 @@
   let u : n → ℝ := fun j => (S - 1) j i
   have key : u ⬝ᵥ (S⁻¹ *ᵥ u) = S⁻¹ i i - 1 := by
-    have h1 : u ⬝ᵥ (S⁻¹ *ᵥ u) = ((S - 1)ᵀ * (S⁻¹ * (S - 1))) i i := rfl
+    have h1 : u ⬝ᵥ (S⁻¹ *ᵥ u) =
+        ((S - 1)ᵀ * (S⁻¹ * (S - 1)) : Matrix n n ℝ) i i := rfl
     rw [h1, hM]
     simp only [Matrix.add_apply, Matrix.sub_apply, Matrix.one_apply_eq, hd]
```

What went wrong. The one error is about types and leaves the mathematics untouched. In `h1`, the product `(S - 1)ᵀ * (S⁻¹ * (S - 1))` is applied to the indices `i i` to pick out an entry. Lean can read this as an application only if it knows that the product's type is a function type. Matrix multiplication in Lean may join matrices of different shapes, so the type of the result has to be worked out from the multiplication instance. When Lean reached the first `i`, that type was still undetermined, which is what the placeholder `?m.298` in the message means, and it reported "Function expected".

The repair writes the type out, `(... : Matrix n n ℝ)`. A `Matrix n n ℝ` is by definition a function of two indices, so `i i` can now be applied, and `rfl` proves the equation as intended. The line break after the equals sign is mere tidying.
